# Evolving states or observables by a unitary matrix gives the same expectation values

States are vectors in $\mathbb{C}^n$, observables are Hermitian $n\times n$ matrices (the theorems below allow any complex matrix), and $U$ is the evolution over one fixed time interval. The Schrödinger picture replaces $\psi$ by $U\psi$; the Heisenberg picture keeps $\psi$ and replaces $A$ by $U^\dagger A U$.

In Lean 4 with Mathlib:

```lean
import Mathlib

open Matrix
open scoped ComplexOrder

namespace HeisenbergPicture

variable {n : Type*} [Fintype n] [DecidableEq n]
```

Here `n` is a finite set of basis labels, so its size is the dimension of the space.

```lean
/-- The matrix `U† A U`; when `U` is a unitary evolution, this is the Heisenberg-picture form of
`A`. -/
def heisenberg (U A : Matrix n n ℂ) : Matrix n n ℂ := Uᴴ * A * U
```

This defines $U^\dagger A U$ for any two matrices; `ᴴ` is the adjoint. Neither unitarity of $U$ nor Hermiticity of $A$ is built in.

```lean
omit [DecidableEq n] in
/-- The matrix element `⟨x, A y⟩`, with `x` and `y` not normalised. -/
def amplitude (x : n → ℂ) (A : Matrix n n ℂ) (y : n → ℂ) : ℂ := star x ⬝ᵥ (A *ᵥ y)
```

This is $\langle x, A y\rangle=\sum_{i,j}\overline{x_i}A_{ij}y_j$, conjugate-linear in the first slot. `*ᵥ` applies a matrix to a vector, and `⬝ᵥ` sums products of components without conjugating, hence the `star`. For a nonzero, unnormalised $\psi$ the physical expectation value is $\langle\psi,A\psi\rangle/\langle\psi,\psi\rangle$; a unitary $U$ leaves the denominator unchanged.

## Algebraic structure and spectrum

```lean
/-- For unitary `U`, the Heisenberg map preserves products of observables. -/
theorem heisenberg_mul {U : Matrix n n ℂ} (hU : U ∈ unitaryGroup n ℂ)
    (A B : Matrix n n ℂ) :
    heisenberg U (A * B) = heisenberg U A * heisenberg U B := by
  have h : U * Uᴴ = 1 := mem_unitaryGroup_iff.mp hU
  unfold heisenberg
  -- insert the identity `U U†` between the two factors
  calc Uᴴ * (A * B) * U = Uᴴ * A * (U * Uᴴ) * B * U := by
        rw [h, mul_one]; simp only [mul_assoc]
    _ = Uᴴ * A * U * (Uᴴ * B * U) := by simp only [mul_assoc]
```

The hypothesis `hU` says that $U$ is unitary, and `h` extracts $UU^\dagger=1$. Inserting this identity gives
$$U^\dagger ABU=U^\dagger A(UU^\dagger)BU=(U^\dagger AU)(U^\dagger BU),$$
which is the `calc` chain.

```lean
/-- For unitary `U`, the Heisenberg map preserves commutators. -/
theorem heisenberg_commutator {U : Matrix n n ℂ} (hU : U ∈ unitaryGroup n ℂ)
    (A B : Matrix n n ℂ) :
    heisenberg U (A * B - B * A) =
      heisenberg U A * heisenberg U B - heisenberg U B * heisenberg U A := by
  rw [← heisenberg_mul hU, ← heisenberg_mul hU]
  simp only [heisenberg, mul_sub, sub_mul]
```

Apply the product rule to $AB$ and $BA$, then subtract, using linearity of the map. Commutation relations such as those of spin components therefore survive evolution.

```lean
omit [DecidableEq n] in
/-- The Heisenberg map preserves adjoints. -/
theorem heisenberg_adjoint (U A : Matrix n n ℂ) :
    heisenberg U Aᴴ = (heisenberg U A)ᴴ := by
  simp only [heisenberg, conjTranspose_mul, conjTranspose_conjTranspose, mul_assoc]
```

Reversing the factors gives $(U^\dagger AU)^\dagger=U^\dagger A^\dagger U$, for any $U$. Hermitian observables stay Hermitian.

```lean
/-- For unitary `U`, an observable has the same characteristic polynomial in both pictures. -/
theorem heisenberg_charpoly {U : Matrix n n ℂ} (hU : U ∈ unitaryGroup n ℂ)
    (A : Matrix n n ℂ) : (heisenberg U A).charpoly = A.charpoly := by
  have h : U * Uᴴ = 1 := mem_unitaryGroup_iff.mp hU
  unfold heisenberg
  rw [Matrix.charpoly_mul_comm, ← mul_assoc, h, one_mul]
```

For square matrices, $XY$ and $YX$ have the same characteristic polynomial. With $X=U^\dagger A$ and $Y=U$, the second product is $UU^\dagger A=A$. The eigenvalues thus agree, with their algebraic multiplicities.

```lean
/-- The map `A ↦ U† A U` preserves the trace of every matrix exactly when `U` is unitary. -/
theorem trace_preserved_iff_unitary (U : Matrix n n ℂ) :
    (∀ A, (heisenberg U A).trace = A.trace) ↔ U ∈ unitaryGroup n ℂ := by
  constructor
  · intro h
    -- test on the adjoint of the defect `U U† - 1`
    have h1 := h (U * Uᴴ - 1)ᴴ
    unfold heisenberg at h1
    rw [trace_mul_cycle] at h1
    have h2 : ((U * Uᴴ - 1) * (U * Uᴴ - 1)ᴴ).trace = 0 := by
      rw [sub_mul, one_mul, trace_sub]
      exact sub_eq_zero.mpr h1
    have h3 := trace_mul_conjTranspose_self_eq_zero_iff.mp h2
    exact mem_unitaryGroup_iff.mpr (sub_eq_zero.mp h3)
  · intro hU A
    have h : U * Uᴴ = 1 := mem_unitaryGroup_iff.mp hU
    unfold heisenberg
    rw [trace_mul_cycle, h, one_mul]
```

If $U$ is unitary, cyclicity gives $\operatorname{tr}(U^\dagger AU)=\operatorname{tr}(UU^\dagger A)=\operatorname{tr}A$.

Conversely, suppose that every trace is preserved, and set $D=UU^\dagger-1$. Taking $A=D^\dagger$ gives $\operatorname{tr}(UU^\dagger D^\dagger)=\operatorname{tr}D^\dagger$, so
$$0=\operatorname{tr}(DD^\dagger)=\sum_{i,j}|D_{ij}|^2.$$
Hence $D=0$ and $U$ is unitary. In the code, `h1` is the trace identity, `h2` the vanishing sum and `h3` the conclusion $D=0$.

```lean
/-- For unitary `U`, the Heisenberg map commutes with forming polynomials of an observable. -/
theorem heisenberg_polynomial {U : Matrix n n ℂ} (hU : U ∈ unitaryGroup n ℂ)
    (A : Matrix n n ℂ) (p : Polynomial ℂ) :
    heisenberg U (Polynomial.aeval A p) = Polynomial.aeval (heisenberg U A) p := by
  have h' : Uᴴ * U = 1 := mem_unitaryGroup_iff'.mp hU
  -- powers first, then linear combinations
  have hpow : ∀ k : ℕ, heisenberg U (A ^ k) = heisenberg U A ^ k := by
    intro k
    induction k with
    | zero => simp only [pow_zero, heisenberg, mul_one, h']
    | succ k ih => rw [pow_succ, heisenberg_mul hU, ih, pow_succ]
  induction p using Polynomial.induction_on' with
  | add p q hp hq =>
    rw [map_add, map_add, ← hp, ← hq]
    simp only [heisenberg, mul_add, add_mul]
  | monomial k a =>
    rw [Polynomial.aeval_monomial, Polynomial.aeval_monomial, ← hpow k]
    simp only [heisenberg, Algebra.algebraMap_eq_smul_one, Matrix.smul_mul,
      Matrix.mul_smul, one_mul]
```

`Polynomial.aeval A p` is $p(A)$, so the claim is $U^\dagger p(A)U=p(U^\dagger AU)$. For powers, start from $U^\dagger 1U=1$ and use the product rule at each induction step:
$$U^\dagger A^{k+1}U=(U^\dagger A^kU)(U^\dagger AU)=(U^\dagger AU)^{k+1}.$$
Linearity extends this to $p(A)=\sum_k a_kA^k$. The second induction does so through sums and monomials.

## Equal predictions

```lean
omit [DecidableEq n] in
/-- For any matrices `U`, `A` and vectors `x`, `y`, the matrix element of `A` between `U x` and `U
y` equals that of `U† A U` between `x` and `y`. -/
theorem amplitude_evolved (U A : Matrix n n ℂ) (x y : n → ℂ) :
    amplitude (U *ᵥ x) A (U *ᵥ y) = amplitude x (heisenberg U A) y := by
  unfold amplitude heisenberg
  rw [Matrix.star_mulVec, ← Matrix.dotProduct_mulVec]
  simp only [Matrix.mulVec_mulVec, Matrix.mul_assoc]
```

Moving $U$ across the inner product gives
$$\langle Ux,AUy\rangle=\langle x,U^\dagger AUy\rangle.$$
The rewrite with `star_mulVec` is the step $(Ux)^\dagger=x^\dagger U^\dagger$. Unitarity is not needed.

```lean
/-- For unitary `U`, every polynomial in the observable `A` has the same expectation value whether
the state or the observable is evolved. -/
theorem pictures_agree {U : Matrix n n ℂ} (hU : U ∈ unitaryGroup n ℂ)
    (A : Matrix n n ℂ) (p : Polynomial ℂ) (ψ : n → ℂ) :
    amplitude (U *ᵥ ψ) (Polynomial.aeval A p) (U *ᵥ ψ) =
      amplitude ψ (Polynomial.aeval (heisenberg U A) p) ψ := by
  rw [amplitude_evolved, heisenberg_polynomial hU]
```

Combining the last two results,
$$\langle U\psi,p(A)U\psi\rangle=\langle\psi,U^\dagger p(A)U\psi\rangle=\langle\psi,p(U^\dagger AU)\psi\rangle.$$
Choosing $p(X)=X^k$ gives every moment. In a simulation of a finite-level system with a given unitary $U$, one may therefore propagate either the state or the observable. The theorem does not cover the Heisenberg equation of motion or unbounded operators.

For a numerical instance, take
$$U=\frac1{\sqrt2}\begin{pmatrix}1&1\\1&-1\end{pmatrix},\quad A=\begin{pmatrix}1&0\\0&-1\end{pmatrix},\quad \psi=\frac15\begin{pmatrix}3\\4\end{pmatrix}.$$
Then $U\psi=\frac1{5\sqrt2}(7,-1)^T$, and the Schrödinger value is $(49-1)/50=24/25$. In the other picture $U^\dagger AU=\begin{pmatrix}0&1\\1&0\end{pmatrix}$, and the value is $2\cdot\frac35\cdot\frac45=24/25$.

Without unitarity the statement fails already for $n=1$. With $U=2$, $A=1$, $p(X)=X^2$ and $\psi=1$, the left side is $4$ and the right side is $16$.

## Expectation values fix the observable

```lean
/-- Two matrices with the same expectation value in every state are equal. -/
theorem eq_of_expectation_eq {A B : Matrix n n ℂ}
    (h : ∀ ψ, amplitude ψ A ψ = amplitude ψ B ψ) : A = B := by
  have h0 : ∀ x : n → ℂ, star x ⬝ᵥ ((A - B) *ᵥ x) = 0 := by
    intro x
    rw [Matrix.sub_mulVec, dotProduct_sub]
    exact sub_eq_zero.mpr (h x)
  -- polarisation: the off-diagonal amplitudes of the difference vanish too
  have key : ∀ x y : n → ℂ, star x ⬝ᵥ ((A - B) *ᵥ y) = 0 := by
    intro x y
    have h1 := h0 (x + y)
    have h2 := h0 (x + Complex.I • y)
    have hx := h0 x
    have hy := h0 y
    generalize A - B = M at h1 h2 hx hy ⊢
    simp only [star_add, star_smul, Matrix.mulVec_add, Matrix.mulVec_smul, add_dotProduct,
      dotProduct_add, smul_dotProduct, dotProduct_smul, smul_eq_mul, Complex.star_def,
      Complex.conj_I] at h1 h2
    linear_combination (1 / 2) * (h1 - hx - hy) - (Complex.I / 2) * (h2 - hx - hy) +
      ((1 / 2) * (star x ⬝ᵥ (M *ᵥ y) - star y ⬝ᵥ (M *ᵥ x))
        - (Complex.I / 2) * (star y ⬝ᵥ (M *ᵥ y))) * Complex.I_sq
  have hz : ∀ y : n → ℂ, (A - B) *ᵥ y = 0 := fun y =>
    dotProduct_star_self_eq_zero.mp (key ((A - B) *ᵥ y) y)
  -- apply the difference to the basis vectors to read off its entries
  ext i j
  have hij := congrFun (hz (Pi.single j 1)) i
  simpa [Matrix.mulVec_single_one, sub_eq_zero] using hij
```

Let $M=A-B$, so that $\langle x,Mx\rangle=0$ for all $x$. Write $a=\langle x,My\rangle$ and $b=\langle y,Mx\rangle$. Expanding the condition for $x+y$ gives $a+b=0$; for $x+iy$ it gives $i(a-b)=0$. Hence $a=0$, which is `key`; `linear_combination` performs this elimination. Choosing $x=My$ gives $\|My\|^2=0$, so $My=0$ for every $y$. Basis vectors $y$ then show that each entry of $M$ vanishes.

```lean
/-- For any matrices `U`, `A`, `B`, the unnormalised values `⟨ψ, B ψ⟩` and `⟨U ψ, A U ψ⟩` agree for
every vector `ψ` exactly when `B = U† A U`. -/
theorem heisenberg_unique (U A B : Matrix n n ℂ) :
    (∀ ψ, amplitude ψ B ψ = amplitude (U *ᵥ ψ) A (U *ᵥ ψ)) ↔ B = heisenberg U A := by
  constructor
  · intro h
    exact eq_of_expectation_eq fun ψ => (h ψ).trans (amplitude_evolved U A ψ ψ)
  · rintro rfl ψ
    exact (amplitude_evolved U A ψ ψ).symm

end HeisenbergPicture
```

If $B$ reproduces the evolved values, then $\langle\psi,B\psi\rangle=\langle U\psi,AU\psi\rangle=\langle\psi,U^\dagger AU\psi\rangle$ for all $\psi$, and the previous theorem gives $B=U^\dagger AU$. The converse is the amplitude identity with $x=y=\psi$. This holds for any $U$ because `amplitude` is unnormalised; for unitary $U$ it determines the Heisenberg observable from the physical expectation values.

```lean
#print axioms HeisenbergPicture.trace_preserved_iff_unitary
-- 'HeisenbergPicture.trace_preserved_iff_unitary' depends on axioms: [propext, Classical.choice, Quot.sound]
#print axioms HeisenbergPicture.pictures_agree
-- 'HeisenbergPicture.pictures_agree' depends on axioms: [propext, Classical.choice, Quot.sound]
#print axioms HeisenbergPicture.eq_of_expectation_eq
-- 'HeisenbergPicture.eq_of_expectation_eq' depends on axioms: [propext, Classical.choice, Quot.sound]
#print axioms HeisenbergPicture.heisenberg_unique
-- 'HeisenbergPicture.heisenberg_unique' depends on axioms: [propext, Classical.choice, Quot.sound]
```
